# The n × n moment pencil of n distinct energies with positive weights has exactly those energies as roots

Let e_0, …, e_(n−1) be distinct real energies, let w_0, …, w_(n−1) be positive weights, and let

    m_p = Σ_k w_k e_k^p

be the moment of order p. Build two n × n matrices from the moments, with i and j running from 0 to n−1:

    S_ij = m_(i+j),    H_ij = m_(i+j+1).

Then S is positive definite, and det(H − xS) = 0 holds exactly when x is one of the e_k. Allowing complex x adds no further roots.

In physical terms, S is the overlap matrix and H the Hamiltonian matrix in the basis ψ, Aψ, …, A^(n−1)ψ, in general not orthogonal, generated by a Hamiltonian A from a starting state ψ. Positive weights mean that ψ has a nonzero component at every energy. For such a state, a finite spectrum, exact moments and as many Krylov vectors as there are distinct energies, the generalised eigenvalue problem Hc = xSc therefore returns the exact spectrum. A shorter Krylov basis, which in general gives only approximate energies, is not treated, and neither are moments with noise or rounding errors.

```lean
import Mathlib

open Matrix

namespace MomentPencil
```

## Moments and the two Krylov matrices

The moment is a finite sum over the energies. In Lean, `w` and `e` are functions on `Fin n`, the index set 0, …, n−1. Their values lie in an arbitrary commutative ring `R`, so that one definition serves for real and complex numbers alike. The zeroth power is 1 even for an energy equal to zero, hence m_0 = Σ_k w_k in every case.

```lean
/-- The spectral moment `m_p = ∑ k, w_k e_k ^ p` of energies `e` with weights `w`. -/
def moment {R : Type*} [CommRing R] {n : ℕ} (w e : Fin n → R) (p : ℕ) : R :=
  ∑ k, w k * e k ^ p
```

The overlap has entries that depend only on i + j. `Matrix.of` turns the formula for the entries into a matrix, and `(i : ℕ)` reads the index as an ordinary natural number so that it can serve as a power.

```lean
/-- The Krylov overlap matrix `S_ij = m_(i+j)`. -/
def krylovOverlap {R : Type*} [CommRing R] {n : ℕ} (w e : Fin n → R) :
    Matrix (Fin n) (Fin n) R :=
  Matrix.of fun i j => moment w e ((i : ℕ) + (j : ℕ))
```

The Hamiltonian matrix contains one more power of the energy, so each order rises by one.

```lean
/-- The Krylov Hamiltonian matrix `H_ij = m_(i+j+1)`. -/
def krylovHamiltonian {R : Type*} [CommRing R] {n : ℕ} (w e : Fin n → R) :
    Matrix (Fin n) (Fin n) R :=
  Matrix.of fun i j => moment w e ((i : ℕ) + (j : ℕ) + 1)
```

## Why the moments are Krylov inner products

Work in the eigenbasis of the Hamiltonian, where A = diag(e), and let ψ be a real state with components ψ_k. Applying A repeatedly multiplies each component by its energy:

    (A^i ψ)_k = e_k^i ψ_k.

The inner product of two Krylov vectors is then

    (A^i ψ) · (A^j ψ) = Σ_k e_k^i ψ_k e_k^j ψ_k = Σ_k ψ_k² e_k^(i+j) = m_(i+j),

with weights w_k = ψ_k². This is S_ij. Replacing j by j + 1 gives the inner product of A^i ψ with A A^j ψ, which is H_ij.

A positive weight thus means that ψ has a nonzero component along the corresponding eigenstate. If ψ is normalised, the weights are probabilities and m_0 = 1. The statement does not ask for normalisation; rescaling ψ multiplies H and S by the same factor.

In the code, `*ᵥ` applies a matrix to a vector and `⬝ᵥ` is the dot product without complex conjugation, which is the right inner product for real states. For a complex state the first vector is conjugated and the weights become |ψ_k|², again real and nonnegative; the theorem below covers the real case. The proof computes the powers of the diagonal matrix, writes both sides as sums over k and compares them term by term.

```lean
/-- For a diagonal Hamiltonian `A` with energies `e` and a real state `ψ`, the moment of order
`i + j` with weights `ψ_k ^ 2` is the inner product of the Krylov vectors `A ^ i ψ` and
`A ^ j ψ`. -/
theorem moment_eq_krylov_inner {n : ℕ} (ψ e : Fin n → ℝ) (i j : ℕ) :
    moment (fun k => ψ k ^ 2) e (i + j) =
      ((diagonal e) ^ i *ᵥ ψ) ⬝ᵥ ((diagonal e) ^ j *ᵥ ψ) := by
  rw [Matrix.diagonal_pow, Matrix.diagonal_pow]
  simp only [moment, dotProduct, Matrix.mulVec_diagonal, Pi.pow_apply]
  refine Finset.sum_congr rfl fun k _ => ?_
  ring
```

## Factorising the overlap and the pencil

Let V be the Vandermonde matrix of the energies, with rows labelled by energies and columns by powers:

    V_kj = e_k^j.

Splitting the power in the moment gives

    S_ij = Σ_k w_k e_k^(i+j) = Σ_k V_ki w_k V_kj,

that is, S = Vᵀ diag(w) V. The proof follows the same route: `ext i j` fixes an entry, `Matrix.mul_apply` writes the product as a sum, and `ring` combines the two powers in each term.

```lean
/-- The overlap factorises as `S = Vᵀ diag(w) V`, with `V` the Vandermonde matrix of the
energies. -/
theorem overlap_factorization {R : Type*} [CommRing R] {n : ℕ} (w e : Fin n → R) :
    krylovOverlap w e = (vandermonde e)ᵀ * diagonal w * vandermonde e := by
  ext i j
  rw [Matrix.mul_apply]
  simp only [krylovOverlap, moment, Matrix.of_apply, Matrix.mul_diagonal,
    Matrix.transpose_apply, Matrix.vandermonde_apply]
  refine Finset.sum_congr rfl fun k _ => ?_
  ring
```

The same V works for the pencil H − xS. Subtracting entry by entry,

    m_(i+j+1) − x m_(i+j) = Σ_k w_k e_k^(i+j) (e_k − x)
                          = Σ_k V_ki w_k (e_k − x) V_kj.

Hence H − xS = Vᵀ diag(w_k(e_k − x)) V. The only addition to the previous proof is that x is moved inside the sum and the two sums are merged into one.

```lean
/-- The pencil factorises as `H - x S = Vᵀ diag(w_k (e_k - x)) V`, with the same Vandermonde
matrix `V`. -/
theorem pencil_factorization {R : Type*} [CommRing R] {n : ℕ} (w e : Fin n → R) (x : R) :
    krylovHamiltonian w e - x • krylovOverlap w e =
      (vandermonde e)ᵀ * diagonal (fun k => w k * (e k - x)) * vandermonde e := by
  ext i j
  rw [Matrix.mul_apply]
  simp only [krylovHamiltonian, krylovOverlap, moment, Matrix.sub_apply, Matrix.smul_apply,
    smul_eq_mul, Matrix.of_apply, Matrix.mul_diagonal, Matrix.transpose_apply,
    Matrix.vandermonde_apply]
  rw [Finset.mul_sum, ← Finset.sum_sub_distrib]
  refine Finset.sum_congr rfl fun k _ => ?_
  ring
```

## The secular determinant

The determinant of a product is the product of the determinants, and V and Vᵀ have the same determinant. The diagonal factor contributes the product of its entries, so

    det(H − xS) = [Π_k w_k (e_k − x)] · (det V)².

This identity needs neither distinct energies nor positive weights. It shows what happens if two energies coincide: det V = 0, and the secular determinant vanishes for every x. Physically, degenerate eigenstates act as a single energy in the moments, so fewer than n Krylov vectors are linearly independent.

```lean
/-- The secular determinant is `det(H - x S) = ∏ k, w_k (e_k - x)` times the squared Vandermonde
determinant of the energies. -/
theorem det_pencil {R : Type*} [CommRing R] {n : ℕ} (w e : Fin n → R) (x : R) :
    (krylovHamiltonian w e - x • krylovOverlap w e).det =
      (∏ k, w k * (e k - x)) * (vandermonde e).det ^ 2 := by
  rw [pencil_factorization, Matrix.det_mul, Matrix.det_mul, Matrix.det_transpose,
    Matrix.det_diagonal]
  ring
```

Now let the energies be distinct, which Lean expresses as `Function.Injective e`. Then det V ≠ 0, and the squared factor can be dropped from the equation det(H − xS) = 0. What remains is

    Π_k w_k (e_k − x) = 0.

A product in a field vanishes exactly when one of its factors does. Since w_k ≠ 0, that factor must be e_k − x, so x = e_k for some k. Conversely, x = e_k makes the factor with index k zero.

The proof obtains det V ≠ 0 as `hV`, removes the squared determinant with `or_iff_left`, and treats the two directions separately. Positivity plays no part here: nonzero weights in any field `K` are enough.

```lean
/-- Over any field, for distinct energies and nonzero weights, the secular determinant vanishes
exactly at the energies. -/
theorem det_pencil_eq_zero_iff {K : Type*} [Field K] {n : ℕ} {w e : Fin n → K}
    (hw : ∀ k, w k ≠ 0) (he : Function.Injective e) (x : K) :
    (krylovHamiltonian w e - x • krylovOverlap w e).det = 0 ↔ ∃ k, x = e k := by
  have hV : (vandermonde e).det ≠ 0 := Matrix.det_vandermonde_ne_zero_iff.mpr he
  rw [det_pencil, mul_eq_zero, or_iff_left (pow_ne_zero 2 hV), Finset.prod_eq_zero_iff]
  constructor
  · rintro ⟨k, _, hk⟩
    exact ⟨k, (sub_eq_zero.mp ((mul_eq_zero.mp hk).resolve_left (hw k))).symm⟩
  · rintro ⟨k, rfl⟩
    exact ⟨k, Finset.mem_univ k, by simp⟩
```

## Positive definiteness is positivity of every weight

Positivity matters for the overlap. Let the weights be real and the energies real and distinct, so that V is invertible. Given real coefficients c_0, …, c_(n−1), form the polynomial

    q(t) = Σ_j c_j t^j.

Then (Vc)_k = q(e_k), and the factorisation of S gives

    cᵀ S c = Σ_k w_k q(e_k)².

Suppose first that all weights are positive and c ≠ 0. Because V is invertible, Vc ≠ 0, so q(e_k) ≠ 0 for at least one k. That term is positive and the others are nonnegative, so cᵀSc > 0. S is also symmetric, since i + j = j + i.

For the converse, choose k and take the polynomial that is 1 at e_k and 0 at all other energies. Its coefficient vector is c = V⁻¹u, where u is the unit vector with a 1 in position k. This c is nonzero, and the quadratic form reduces to

    cᵀ S c = w_k.

If S is positive definite, w_k must therefore be positive. For n Krylov vectors and n distinct energies, this means that a single eigenstate missing from ψ is enough to spoil positive definiteness. A shorter Krylov basis can still have a positive definite overlap.

In Lean, `PosDef` means that the matrix is Hermitian and that its quadratic form is positive on every nonzero vector; over the reals, Hermitian means symmetric. The intermediate result `quad` is the weighted sum of squares above. The first branch of the proof isolates w_k by means of `Pi.single k (1 : ℝ)`, which is u; the second finds the nonzero value q(e_k) and applies `Finset.sum_pos'`. The theorem does not say how far above zero the smallest eigenvalue of S lies, so it does not say how well conditioned the overlap is.

```lean
/-- For distinct real energies, the Krylov overlap is positive definite if and only if every
weight is positive. -/
theorem overlap_posDef_iff {n : ℕ} (w : Fin n → ℝ) {e : Fin n → ℝ}
    (he : Function.Injective e) :
    (krylovOverlap w e).PosDef ↔ ∀ k, 0 < w k := by
  have hV : (vandermonde e).det ≠ 0 := Matrix.det_vandermonde_ne_zero_iff.mpr he
  -- the quadratic form is a weighted sum of squared polynomial values
  have quad : ∀ c : Fin n → ℝ, c ⬝ᵥ (krylovOverlap w e *ᵥ c) =
      ∑ k, w k * (vandermonde e *ᵥ c) k ^ 2 := by
    intro c
    rw [overlap_factorization, ← Matrix.mulVec_mulVec, ← Matrix.mulVec_mulVec,
      Matrix.dotProduct_mulVec, Matrix.vecMul_transpose]
    simp only [dotProduct, Matrix.mulVec_diagonal]
    refine Finset.sum_congr rfl fun k _ => ?_
    ring
  constructor
  · intro h k
    -- a polynomial equal to one at `e k` and zero at the other energies isolates `w k`
    obtain ⟨c, hc⟩ : ∃ c, vandermonde e *ᵥ c = Pi.single k (1 : ℝ) :=
      ⟨(vandermonde e)⁻¹ *ᵥ Pi.single k 1, by
        rw [Matrix.mulVec_mulVec, Matrix.mul_nonsing_inv _ (isUnit_iff_ne_zero.mpr hV),
          Matrix.one_mulVec]⟩
    have hc0 : c ≠ 0 := by
      rintro rfl
      have := congrFun hc k
      simp at this
    have hpos := h.dotProduct_mulVec_pos hc0
    rw [star_trivial, quad, hc] at hpos
    simpa [Pi.single_apply, ite_pow] using hpos
  · intro hw
    rw [Matrix.posDef_iff_dotProduct_mulVec]
    refine ⟨Matrix.IsHermitian.ext fun i j => by simp [krylovOverlap, add_comm], ?_⟩
    intro c hc
    rw [star_trivial, quad]
    have hVc : vandermonde e *ᵥ c ≠ 0 := fun h =>
      hc (Matrix.eq_zero_of_mulVec_eq_zero hV h)
    obtain ⟨k, hk⟩ := Function.ne_iff.mp hVc
    exact Finset.sum_pos' (fun j _ => mul_nonneg (hw j).le (sq_nonneg _))
      ⟨k, Finset.mem_univ k, mul_pos (hw k) (pow_pos_of_ne_zero hk)⟩
where
  pow_pos_of_ne_zero {a : ℝ} (ha : a ≠ 0) : 0 < a ^ 2 := by positivity
```

## The real and complex spectrum of the pencil

Both halves of the opening result can now be put together. Positive weights give a positive definite S by the criterion just shown, and because positive numbers are nonzero, the determinant criterion gives the roots. In the statement, `hw` is the positivity of the weights, `he` the distinctness of the energies, and `∃ k, x = e k` says that x is one of them.

```lean
/-- For distinct real energies with positive weights, the Krylov overlap is positive definite and
`det(H - x S) = 0` holds exactly when `x` is one of the energies. -/
theorem moment_pencil {n : ℕ} {w e : Fin n → ℝ}
    (hw : ∀ k, 0 < w k) (he : Function.Injective e) :
    (krylovOverlap w e).PosDef ∧
      ∀ x : ℝ, (krylovHamiltonian w e - x • krylovOverlap w e).det = 0 ↔ ∃ k, x = e k :=
  ⟨(overlap_posDef_iff w he).mpr hw, det_pencil_eq_zero_iff (fun k => (hw k).ne') he⟩
```

For a complex number z, regard the entries of H and S as complex numbers. Because the moments are finite sums of products, converting a moment gives the same result as converting the weights and energies first:

    (m_p as a complex number) = Σ_k (w_k as a complex number) (e_k as a complex number)^p.

The converted weights are still nonzero and the converted energies still distinct, so the criterion over a general field applies with K = ℂ. Every complex root is one of the original real energies.

The code writes the conversion of the entries as `.map Complex.ofReal`. The equations `hH` and `hS` identify the converted matrices with Krylov matrices built from the converted data, after which `det_pencil_eq_zero_iff` finishes the proof.

```lean
/-- For distinct real energies with positive weights, a complex number `z` solves
`det(H - z S) = 0` exactly when it is one of the real energies. -/
theorem moment_pencil_complex {n : ℕ} {w e : Fin n → ℝ}
    (hw : ∀ k, 0 < w k) (he : Function.Injective e) (z : ℂ) :
    ((krylovHamiltonian w e).map Complex.ofReal -
      z • (krylovOverlap w e).map Complex.ofReal).det = 0 ↔ ∃ k, z = (e k : ℂ) := by
  have hH : (krylovHamiltonian w e).map Complex.ofReal =
      krylovHamiltonian (fun k => (w k : ℂ)) (fun k => (e k : ℂ)) := by
    ext i j
    simp [krylovHamiltonian, moment]
  have hS : (krylovOverlap w e).map Complex.ofReal =
      krylovOverlap (fun k => (w k : ℂ)) (fun k => (e k : ℂ)) := by
    ext i j
    simp [krylovOverlap, moment]
  rw [hH, hS]
  exact det_pencil_eq_zero_iff (fun k => Complex.ofReal_ne_zero.mpr (hw k).ne')
    (fun a b hab => he (Complex.ofReal_injective hab)) z
```

## Generalised eigenvectors as spectral filters

Finally, fix an energy e_k and ask which coefficient vectors satisfy Hc = e_k Sc. By the pencil factorisation, this equation reads

    Vᵀ diag(w_j(e_j − e_k)) V c = 0.

Since Vᵀ is invertible, it is equivalent to

    w_j (e_j − e_k) q(e_j) = 0    for every j.

At j = k the middle factor is zero and there is no condition. At every other j both w_j and e_j − e_k are nonzero, which forces q(e_j) = 0. So c solves the equation exactly when its polynomial vanishes at all energies other than e_k.

The corresponding Krylov vector is Σ_j c_j A^j ψ = q(A)ψ, with components q(e_j)ψ_j. Only component k can survive: for a nonzero solution c and a state with no zero component, the polynomial keeps eigenstate k and removes all the others. The zero vector c also satisfies the equation, as it does in any linear eigenvalue problem. For a nonzero real solution and positive weights, the normalisation cᵀSc = 1 amounts to q(e_k) = ±1/√w_k.

In the Lean statement, `(vandermonde e *ᵥ c) j` is the value q(e_j). The forward direction removes Vᵀ using its nonzero determinant and then cancels the nonzero factors; the reverse direction checks the cases j = k and j ≠ k separately.

```lean
/-- For distinct energies and nonzero weights, `H c = e_k S c` holds exactly when the polynomial
with coefficients `c` vanishes at every energy other than `e_k`. -/
theorem eigenvector_iff_filter {K : Type*} [Field K] {n : ℕ} {w e : Fin n → K}
    (hw : ∀ k, w k ≠ 0) (he : Function.Injective e) (k : Fin n) (c : Fin n → K) :
    krylovHamiltonian w e *ᵥ c = (e k • krylovOverlap w e) *ᵥ c ↔
      ∀ j, j ≠ k → (vandermonde e *ᵥ c) j = 0 := by
  have hV : (vandermonde e)ᵀ.det ≠ 0 := by
    rw [Matrix.det_transpose]
    exact Matrix.det_vandermonde_ne_zero_iff.mpr he
  rw [← sub_eq_zero, ← Matrix.sub_mulVec, pencil_factorization, ← Matrix.mulVec_mulVec,
    ← Matrix.mulVec_mulVec]
  constructor
  · intro h j hj
    have h2 := congrFun (Matrix.eq_zero_of_mulVec_eq_zero hV h) j
    rw [Matrix.mulVec_diagonal, Pi.zero_apply] at h2
    exact (mul_eq_zero.mp h2).resolve_left
      (mul_ne_zero (hw j) (sub_ne_zero.mpr (he.ne hj)))
  · intro h
    have h0 : diagonal (fun j => w j * (e j - e k)) *ᵥ (vandermonde e *ᵥ c) = 0 := by
      ext j
      rw [Matrix.mulVec_diagonal, Pi.zero_apply]
      by_cases hj : j = k
      · rw [hj, sub_self, mul_zero, zero_mul]
      · rw [h j hj, mul_zero]
    rw [h0, Matrix.mulVec_zero]

end MomentPencil
```

```lean
#print axioms MomentPencil.moment_eq_krylov_inner
-- 'MomentPencil.moment_eq_krylov_inner' depends on axioms: [propext, Classical.choice, Quot.sound]
#print axioms MomentPencil.moment_pencil
-- 'MomentPencil.moment_pencil' depends on axioms: [propext, Classical.choice, Quot.sound]
#print axioms MomentPencil.moment_pencil_complex
-- 'MomentPencil.moment_pencil_complex' depends on axioms: [propext, Classical.choice, Quot.sound]
#print axioms MomentPencil.eigenvector_iff_filter
-- 'MomentPencil.eigenvector_iff_filter' depends on axioms: [propext, Classical.choice, Quot.sound]
```
